# In the grand canonical ensemble, the mean number parity of finitely many independent fermion modes is a product of hyperbolic tangents

A small system of non-interacting fermions that exchanges particles with a reservoir has a fluctuating particle number $N$, which raises the question whether an even or an odd $N$ is more likely. For finitely many independent modes with energies $e_k$, described by the grand canonical ensemble at inverse temperature $b$ and chemical potential $\mu$, the file below proves that the average of $(-1)^N$ is $\prod_k \tanh\big(b(e_k-\mu)/2\big)$ and that, for $b \neq 0$, even and odd $N$ are equally likely exactly when some $e_k$ equals $\mu$.

```lean
import Mathlib

open Finset

namespace FermionParity

noncomputable section

variable {ι : Type*}

/-- Grand canonical weight `exp(-b(E - μ N))` of the configuration in which exactly the modes
in `S` are occupied: `E` is the sum of their energies and `N` their number. -/
def weight (b μ : ℝ) (e : ι → ℝ) (S : Finset ι) : ℝ :=
  Real.exp (-(b * (∑ k ∈ S, e k - μ * (S.card : ℝ))))

/-- Fermi function `1 / (exp(b(ε - μ)) + 1)`. -/
def fermi (b μ ε : ℝ) : ℝ := 1 / (Real.exp (b * (ε - μ)) + 1)

/-- The weight of a configuration is the product of the factors `exp(-b(e_k - μ))` over the
occupied modes. -/
theorem weight_eq_prod (b μ : ℝ) (e : ι → ℝ) (S : Finset ι) :
    weight b μ e S = ∏ k ∈ S, Real.exp (-(b * (e k - μ))) := by
  unfold weight
  rw [← Real.exp_sum]
  congr 1
  simp only [Finset.sum_neg_distrib, ← Finset.mul_sum, Finset.sum_sub_distrib,
    Finset.sum_const, nsmul_eq_mul]
  ring

/-- One minus twice the Fermi function equals `tanh(b(ε - μ)/2)`. -/
theorem one_sub_two_fermi (b μ ε : ℝ) :
    1 - 2 * fermi b μ ε = Real.tanh (b * (ε - μ) / 2) := by
  unfold fermi
  generalize b * (ε - μ) = x
  have h : Real.exp x = Real.exp (x / 2) * Real.exp (x / 2) := by
    rw [← Real.exp_add, add_halves]
  have hu : 0 < Real.exp (x / 2) := Real.exp_pos _
  rw [Real.tanh_eq_sinh_div_cosh, eq_div_iff (Real.cosh_pos _).ne', Real.sinh_eq,
    Real.cosh_eq, Real.exp_neg, h]
  field_simp
  ring

variable [Fintype ι]

/-- Grand partition function: the sum of the weights over all occupation patterns. -/
def partition (b μ : ℝ) (e : ι → ℝ) : ℝ := ∑ S : Finset ι, weight b μ e S

/-- Grand canonical average of an observable `f` of the occupation pattern. -/
def avg (b μ : ℝ) (e : ι → ℝ) (f : Finset ι → ℝ) : ℝ :=
  (∑ S : Finset ι, f S * weight b μ e S) / partition b μ e

/-- Average of the number parity `(-1)^N`. -/
def parity (b μ : ℝ) (e : ι → ℝ) : ℝ := avg b μ e (fun S => (-1) ^ S.card)

/-- Probability that the particle number is even. -/
def pEven (b μ : ℝ) (e : ι → ℝ) : ℝ := avg b μ e (fun S => if Even S.card then 1 else 0)

/-- Probability that the particle number is odd. -/
def pOdd (b μ : ℝ) (e : ι → ℝ) : ℝ := avg b μ e (fun S => if Odd S.card then 1 else 0)

/-- The sum of `z^N` times the weight over all configurations factorises into
`1 + z exp(-b(e_k - μ))` for each mode. -/
theorem sum_pow_weight (b μ : ℝ) (e : ι → ℝ) (z : ℝ) :
    ∑ S : Finset ι, z ^ S.card * weight b μ e S
      = ∏ k, (1 + z * Real.exp (-(b * (e k - μ)))) := by
  classical
  -- expanding the product gives one term per set of occupied modes
  rw [Finset.prod_one_add, Finset.powerset_univ]
  refine Finset.sum_congr rfl fun S _ => ?_
  rw [weight_eq_prod, Finset.prod_mul_distrib, Finset.prod_const]

/-- The grand partition function is positive. -/
theorem partition_pos (b μ : ℝ) (e : ι → ℝ) : 0 < partition b μ e :=
  Finset.sum_pos (fun _ _ => Real.exp_pos _) Finset.univ_nonempty

/-- Generating function of the particle number: the average of `z^N` is the product over modes
of `1 - f_k + z f_k`, with `f_k` the Fermi function at `e_k`. -/
theorem avg_pow (b μ : ℝ) (e : ι → ℝ) (z : ℝ) :
    avg b μ e (fun S => z ^ S.card)
      = ∏ k, (1 - fermi b μ (e k) + z * fermi b μ (e k)) := by
  -- the partition function is the case `z = 1`
  have hZ : partition b μ e = ∏ k, (1 + Real.exp (-(b * (e k - μ)))) := by
    have h := sum_pow_weight b μ e 1
    simp only [one_pow, one_mul] at h
    exact h
  simp only [avg]
  rw [sum_pow_weight, hZ, ← Finset.prod_div_distrib]
  refine Finset.prod_congr rfl fun k _ => ?_
  unfold fermi
  generalize b * (e k - μ) = x
  have hu : 0 < Real.exp x := Real.exp_pos _
  rw [Real.exp_neg]
  field_simp
  ring

/-- The average of `(-1)^N` is the product over modes of `tanh(b(e_k - μ)/2)`. -/
theorem parity_eq_prod_tanh (b μ : ℝ) (e : ι → ℝ) :
    parity b μ e = ∏ k, Real.tanh (b * (e k - μ) / 2) := by
  unfold parity
  rw [avg_pow]
  refine Finset.prod_congr rfl fun k _ => ?_
  rw [← one_sub_two_fermi]
  ring

/-- The probabilities of even and of odd particle number are `(1 + P)/2` and `(1 - P)/2`, with
`P` the product over modes of `tanh(b(e_k - μ)/2)`. -/
theorem pEven_pOdd_eq (b μ : ℝ) (e : ι → ℝ) :
    pEven b μ e = (1 + ∏ k, Real.tanh (b * (e k - μ) / 2)) / 2 ∧
      pOdd b μ e = (1 - ∏ k, Real.tanh (b * (e k - μ) / 2)) / 2 := by
  -- the two probabilities add up to one
  have hsum : pEven b μ e + pOdd b μ e = 1 := by
    simp only [pEven, pOdd, avg]
    rw [← add_div, ← Finset.sum_add_distrib, div_eq_one_iff_eq (partition_pos b μ e).ne']
    unfold partition
    refine Finset.sum_congr rfl fun S _ => ?_
    rcases Nat.even_or_odd S.card with h | h
    · rw [if_pos h, if_neg (Nat.not_odd_iff_even.mpr h)]
      ring
    · rw [if_neg (Nat.not_even_iff_odd.mpr h), if_pos h]
      ring
  -- their difference is the mean parity
  have hdiff : pEven b μ e - pOdd b μ e = parity b μ e := by
    simp only [pEven, pOdd, parity, avg]
    rw [← sub_div, ← Finset.sum_sub_distrib]
    congr 1
    refine Finset.sum_congr rfl fun S _ => ?_
    rcases Nat.even_or_odd S.card with h | h
    · rw [if_pos h, if_neg (Nat.not_odd_iff_even.mpr h), h.neg_one_pow]
      ring
    · rw [if_neg (Nat.not_even_iff_odd.mpr h), if_pos h, h.neg_one_pow]
      ring
  rw [parity_eq_prod_tanh] at hdiff
  constructor <;> linarith

/-- For `b ≠ 0`, even and odd particle numbers are equally likely exactly when some mode energy
equals the chemical potential. -/
theorem pEven_eq_pOdd_iff {b : ℝ} (hb : b ≠ 0) (μ : ℝ) (e : ι → ℝ) :
    pEven b μ e = pOdd b μ e ↔ ∃ k, e k = μ := by
  obtain ⟨h1, h2⟩ := pEven_pOdd_eq b μ e
  -- each factor vanishes only for a level at `μ`
  have hk : ∀ k, Real.tanh (b * (e k - μ) / 2) = 0 ↔ e k = μ := by
    intro k
    rw [Real.tanh_eq_sinh_div_cosh, div_eq_iff (Real.cosh_pos _).ne', zero_mul,
      Real.sinh_eq_zero]
    constructor
    · intro h
      have h' : b * (e k - μ) = 0 := by linarith
      exact sub_eq_zero.mp ((mul_eq_zero.mp h').resolve_left hb)
    · intro h
      rw [h]
      ring
  constructor
  · intro h
    have hP : ∏ k, Real.tanh (b * (e k - μ) / 2) = 0 := by linarith
    obtain ⟨k, _, hk0⟩ := Finset.prod_eq_zero_iff.mp hP
    exact ⟨k, (hk k).mp hk0⟩
  · rintro ⟨k, h⟩
    have hP : ∏ k, Real.tanh (b * (e k - μ) / 2) = 0 :=
      Finset.prod_eq_zero (Finset.mem_univ k) ((hk k).mpr h)
    linarith

/-- For `b > 0` and no mode energy equal to `μ`, an even particle number is more likely than an
odd one exactly when the number of modes with energy below `μ` is even. -/
theorem pOdd_lt_pEven_iff {b : ℝ} (hb : 0 < b) (μ : ℝ) (e : ι → ℝ) (he : ∀ k, e k ≠ μ) :
    pOdd b μ e < pEven b μ e ↔ Even (univ.filter fun k => e k < μ).card := by
  obtain ⟨h1, h2⟩ := pEven_pOdd_eq b μ e
  have hsign : (-1 : ℝ) ^ (univ.filter fun k => e k < μ).card
      = ∏ k, (if e k < μ then (-1 : ℝ) else 1) := by
    simp [Finset.prod_ite]
  -- a level below `μ` gives a negative factor, a level above `μ` a positive one
  have hpos : 0 < (-1 : ℝ) ^ (univ.filter fun k => e k < μ).card
      * ∏ k, Real.tanh (b * (e k - μ) / 2) := by
    rw [hsign, ← Finset.prod_mul_distrib]
    refine Finset.prod_pos fun k _ => ?_
    rw [Real.tanh_eq_sinh_div_cosh]
    have hc := Real.cosh_pos (b * (e k - μ) / 2)
    rcases lt_or_gt_of_ne (he k) with h | h
    · have hx : b * (e k - μ) < 0 := mul_neg_of_pos_of_neg hb (sub_neg.mpr h)
      have hs : Real.sinh (b * (e k - μ) / 2) < 0 := Real.sinh_neg_iff.mpr (by linarith)
      have hq := div_neg_of_neg_of_pos hs hc
      rw [if_pos h]
      linarith
    · have hx : 0 < b * (e k - μ) := mul_pos hb (sub_pos.mpr h)
      have hs : 0 < Real.sinh (b * (e k - μ) / 2) := Real.sinh_pos_iff.mpr (by linarith)
      have hq := div_pos hs hc
      rw [if_neg (not_lt.mpr (le_of_lt h))]
      linarith
  rcases Nat.even_or_odd (univ.filter fun k => e k < μ).card with h | h
  · rw [h.neg_one_pow] at hpos
    exact ⟨fun _ => h, fun _ => by linarith⟩
  · rw [h.neg_one_pow] at hpos
    exact ⟨fun hlt => by exfalso; linarith,
      fun h' => absurd h' (Nat.not_even_iff_odd.mpr h)⟩

end

end FermionParity
```

```lean
#print axioms FermionParity.parity_eq_prod_tanh
#print axioms FermionParity.pEven_eq_pOdd_iff
#print axioms FermionParity.pOdd_lt_pEven_iff
```

```
'FermionParity.parity_eq_prod_tanh' depends on axioms: [propext, Classical.choice, Quot.sound]
'FermionParity.pEven_eq_pOdd_iff' depends on axioms: [propext, Classical.choice, Quot.sound]
'FermionParity.pOdd_lt_pEven_iff' depends on axioms: [propext, Classical.choice, Quot.sound]
```

## The statements about parity

Write $\langle\cdot\rangle$ for the grand canonical average, $p_{\rm even}$ and $p_{\rm odd}$ for the probabilities of an even and an odd particle number, and set

$$x_k = b\,(e_k-\mu), \qquad P = \prod_k \tanh\frac{x_k}{2}.$$

The theorem `parity_eq_prod_tanh` says $\langle(-1)^N\rangle = P$, for all real $b$ and $\mu$ and all real energies. The theorem `pEven_pOdd_eq` says, in the same generality, that $p_{\rm even} = (1+P)/2$ and $p_{\rm odd} = (1-P)/2$. The theorem `pEven_eq_pOdd_iff` assumes `hb : b ≠ 0` and says that $p_{\rm even} = p_{\rm odd}$ holds if and only if `∃ k, e k = μ`. The theorem `pOdd_lt_pEven_iff` assumes `hb : 0 < b` and `he : ∀ k, e k ≠ μ`, and says that $p_{\rm odd} < p_{\rm even}$ holds if and only if the number $m$ of modes with $e_k < \mu$, written `(univ.filter fun k => e k < μ).card`, is even.

Behind these stands `avg_pow`, the generating function of the particle number. With $f_k = 1/(\exp(x_k)+1)$ the Fermi function at $e_k$, it says that for every real $z$

$$\langle z^N\rangle = \prod_k \big(1 - f_k + z f_k\big).$$

## Modes, occupation patterns and the ensemble

The modes are the elements $k$ of a finite type `ι`, and `e : ι → ℝ` assigns each one its energy. Nothing forces different modes to have different energies, so a degenerate level is a set of modes with the same value of `e`. Such a level contributes one factor to $P$ for each of its modes and, if it lies below $\mu$, adds the number of its modes to $m$; the two spin states of an orbital, for example, are two elements of `ι`.

A many-fermion configuration is a set `S : Finset ι`, the set $S$ of occupied modes. This choice encodes the exclusion principle, since a mode is either in $S$ or not and its occupation number is $1$ or $0$. The particle number is $N = |S|$, written `S.card`, and the energy is $E = \sum_{k\in S} e_k$. That the energy is this sum, with no term depending on pairs of occupied modes, is what independence of the modes means here.

The definition `weight` is the grand canonical weight $w(S) = \exp\big(-b(E-\mu N)\big)$, and `partition` is $Z = \sum_S w(S)$, summed over all subsets of `ι`. The weights are unnormalised. The probability of a configuration is $w(S)/Z$, and `avg` supplies the normalisation by defining the average of a real function $A(S)$ as $\sum_S A(S)\,w(S)/Z$. The definitions `parity`, `pEven` and `pOdd` apply it to $(-1)^{|S|}$ and to the indicator functions of even and odd $|S|$. The power in `z ^ S.card` has a natural-number exponent with $z^0 = 1$ for all $z$, so the empty configuration contributes $1$ to $z^N$ also at $z = 0$.

The parameter $b$ stands for $1/(k_B T)$, with $k_B$ Boltzmann's constant and $T$ the temperature of the reservoir. The condition $b \neq 0$ excludes infinite temperature and $b > 0$ selects positive temperature. Because the number of configurations is finite, $Z$ is a finite sum for either sign of $b$, and negative temperatures are admitted wherever a theorem does not assume `0 < b`. The condition `he` says that $\mu$ lies off the spectrum, so that every mode is strictly above or strictly below it.

In operator language the model is $H = \sum_k e_k \hat n_k$ and $\hat N = \sum_k \hat n_k$, with $\hat n_k$ the occupation operator of mode $k$. Both are diagonal in the occupation basis of the fermionic Fock space, and the trace of $\exp(-b(H-\mu\hat N))$ over that basis is the sum over $S$. The file starts from that sum: it contains no Fock space, no operators and no anticommutation signs, and the Gibbs form of the weight is a definition, not derived from a coupling to a reservoir. The function `fermi` enters as a formula, and no theorem states that $f_k$ is the mean occupation of mode $k$. Interactions, pairing terms that break number conservation, infinitely many modes and the thermodynamic limit are not covered.

For a finite independent-electron model described by the grand canonical ensemble, such as a tight-binding cluster whose one-particle Hamiltonian does not depend on the occupations, the formula gives the share of the ensemble that lies in the even and in the odd particle-number sectors from $b$, $\mu$ and the eigenvalues $e_k$ of the one-particle Hamiltonian.

## Factorisation over modes

Since $\mu|S| = \sum_{k\in S}\mu$, the exponent of the weight is a sum over occupied modes,

$$-b\Big(\sum_{k\in S} e_k - \mu|S|\Big) = -\sum_{k\in S} x_k, \qquad\text{so}\qquad w(S) = \prod_{k\in S}\exp(-x_k).$$

This is `weight_eq_prod`. The proof reads `Real.exp_sum` backwards to turn the product of exponentials into the exponential of a sum, after which `congr 1` leaves the equality of the two exponents displayed on the left.

Next, multiply each weight by $z^{|S|}$ and give one factor $z$ to each occupied mode:

$$\sum_S z^{|S|}\,w(S) = \sum_S \prod_{k\in S} z\exp(-x_k) = \prod_k\big(1 + z\exp(-x_k)\big).$$

The last equality is the expansion of a product of binomials. From each factor one picks either $1$ or $z\exp(-x_k)$, and the set of modes where the second term is picked is $S$. In `sum_pow_weight` this expansion is `Finset.prod_one_add`, which produces a sum over all subsets, and the terms are then matched one $S$ at a time using `weight_eq_prod` and `Finset.prod_const` for $\prod_{k\in S} z = z^{|S|}$.

At $z = 1$ the identity gives $Z = \prod_k(1+\exp(-x_k))$, the step `hZ` inside `avg_pow`. Dividing, the ratio of products is the product of ratios, and multiplying numerator and denominator of each factor by $\exp(x_k)$ gives

$$\frac{1+z\exp(-x_k)}{1+\exp(-x_k)} = \frac{\exp(x_k)+z}{\exp(x_k)+1} = (1-f_k) + z f_k,$$

where $1-f_k = \exp(x_k)/(\exp(x_k)+1)$ was used. In Lean `Finset.prod_div_distrib` combines the two products, `Finset.prod_congr` reduces the goal to one mode, and `field_simp` followed by `ring` clears the denominators, which are nonzero because exponentials are positive.

## From the generating function to the parity

At $z = -1$ each factor becomes $1 - 2f_k$. For any real $x$, dividing numerator and denominator by $\exp(x/2)$ gives

$$1 - \frac{2}{\exp(x)+1} = \frac{\exp(x)-1}{\exp(x)+1} = \frac{\exp(x/2)-\exp(-x/2)}{\exp(x/2)+\exp(-x/2)} = \tanh\frac{x}{2}.$$

The lemma `one_sub_two_fermi` proves this by writing $\exp(x) = \exp(x/2)\exp(x/2)$, expressing $\tanh$ as $\sinh/\cosh$ and both of these through exponentials, and cross-multiplying by $\cosh(x/2) > 0$. What remains is a rational identity in $\exp(x/2)$. The theorem `parity_eq_prod_tanh` is then `avg_pow` at $z=-1$ with this lemma applied in each factor, so $\langle(-1)^N\rangle = P$.

For each configuration exactly one of the two indicator functions equals $1$. Their sum is therefore $1$ and their difference is $(-1)^{|S|}$, and averaging gives

$$p_{\rm even} + p_{\rm odd} = \frac{Z}{Z} = 1, \qquad p_{\rm even} - p_{\rm odd} = \langle(-1)^N\rangle = P.$$

These are `hsum` and `hdiff` in `pEven_pOdd_eq`, each proved term by term with a case split on `Nat.even_or_odd S.card`. The first needs $Z \neq 0$, which `partition_pos` provides: $Z$ is a sum of exponentials over a set of configurations that always contains the empty one. Solving the two linear equations, by `linarith`, gives $(1\pm P)/2$.

## Zeros and sign of the product

From the two formulas, $p_{\rm even} = p_{\rm odd}$ is equivalent to $P = 0$. A finite product of real numbers vanishes exactly when one factor does. A factor $\tanh(x_k/2) = \sinh(x_k/2)/\cosh(x_k/2)$ vanishes exactly when $\sinh(x_k/2) = 0$, that is when $b(e_k-\mu) = 0$, and for $b \neq 0$ this means $e_k = \mu$. In `pEven_eq_pOdd_iff` the single-mode equivalence is `hk`, with `Real.sinh_eq_zero` for the zero of $\sinh$ and `hb` discarding the alternative $b = 0$. The two directions then use `Finset.prod_eq_zero_iff` and `Finset.prod_eq_zero`. The mechanism is visible in the weights: adding a mode at $\mu$ to a configuration multiplies $w(S)$ by $\exp(0) = 1$ and flips the parity, so even and odd configurations pair up with equal weight.

For the inequality, $p_{\rm odd} < p_{\rm even}$ is equivalent to $P > 0$. Let $s_k = -1$ if $e_k < \mu$ and $s_k = 1$ otherwise, so that $\prod_k s_k = (-1)^m$, which is `hsign`. For $b > 0$ and $e_k \neq \mu$, the number $x_k$ is nonzero with the sign of $e_k - \mu$, and $\tanh(x_k/2)$ has the sign of $x_k$. Hence every $s_k\tanh(x_k/2)$ is positive, and

$$(-1)^m P = \prod_k s_k \tanh\frac{x_k}{2} > 0 .$$

This is `hpos`, proved with `Finset.prod_pos` and a split of `he k` into the cases below and above $\mu$, where `Real.sinh_neg_iff` and `Real.sinh_pos_iff` give the sign. If $m$ is even then $P > 0$ and both sides of the equivalence hold. If $m$ is odd then $P < 0$ and both sides fail. The last case split of `pOdd_lt_pEven_iff` is this alternative.

## Few modes and low temperature

The numbers and the limit that follow are evaluations of the formulas above and are not themselves theorems of the file.

With no modes the only configuration is the empty one, $Z = 1$, and the empty product gives $P = 1$, so $p_{\rm even} = 1$ and $p_{\rm odd} = 0$. Both sides of `pEven_eq_pOdd_iff` are false, and both sides of `pOdd_lt_pEven_iff` are true, since $m = 0$.

With one mode, of scaled energy $x$ and Fermi value $f$, the weights are $1$ and $\exp(-x)$, so $p_{\rm odd} = f$ and $p_{\rm even} = 1-f$. For $x = \ln 3$ the normalised values are $p_{\rm even} = 3/4$ and $p_{\rm odd} = 1/4$, in agreement with $\tanh(\tfrac12\ln 3) = 1/2$. With two modes at scaled energies $\ln 3$ and $-\ln 3$ the weights are $1, \tfrac13, 3, 1$ and $Z = 16/3$. The even configurations have total weight $2$, so $p_{\rm even} = 3/8$, matching $P = -1/4$ and, for $b>0$, $m = 1$.

As $b \to \infty$ with no level at $\mu$, each factor tends to $s_k$ and $P \to (-1)^m$, the parity of the configuration that fills exactly the modes below $\mu$. The theorem `pOdd_lt_pEven_iff` fixes at every finite $b > 0$ whether even $N$ is favoured, and the answer agrees with this limit.

## One mode against each hypothesis

Take a single mode and $\mu = 0$ throughout. If $b = 0$ and the energy is $1$, both configurations have weight $1$, so $p_{\rm even} = p_{\rm odd} = 1/2$ although no level lies at $\mu$. The equivalence in `pEven_eq_pOdd_iff` fails without `b ≠ 0`.

If $b = -\ln 3$ and the energy is $1$, the weights are $1$ for the empty and $3$ for the filled mode, so $p_{\rm odd} = 3/4$ exceeds $p_{\rm even} = 1/4$ while $m = 0$ is even. Weakening `0 < b` to $b \neq 0$ in `pOdd_lt_pEven_iff` makes the statement false.

If $b = 1$ and the energy is $0$, then $m = 0$ is again even, but both weights equal $1$ and the strict inequality $p_{\rm odd} < p_{\rm even}$ does not hold. This is the case that `he` excludes.
